# Splitting the so(4) Relations into Two Commuting Angular Momenta

To build the matrices of the orbital angular momentum $L$ and the scaled Runge–Lenz vector $A$ in the hydrogen shell with principal quantum number $n$, one can take the $n\times n$ spin matrices $J_i$ and form two Kronecker products:

$$L_i = J_i\otimes 1 + 1\otimes J_i,\qquad A_i = J_i\otimes 1 - 1\otimes J_i .$$

No radial integrals are needed. The matrices refer to a product basis, in which $L^2$ is not diagonal for $n\ge 2$, and not to the orbitals of fixed $l$. The step rests on the fact that $(L+A)/2$ and $(L-A)/2$ are commuting angular momenta with equal squares. In this form it serves the non-relativistic one-electron atom with a pure Coulomb potential. For $n=2$ the matrix $A_2$, the $z$ component when indices run over $0,1,2$, has eigenvalues $1,0,0,-1$, which is the pattern of the linear Stark splitting of that shell.

## From the commutators to the energy formula

Set $\hbar=1$, let $\varepsilon_{ijk}$ be the Levi-Civita symbol, and sum over repeated $k$. Assume

$$[L_i,L_j]=i\varepsilon_{ijk}L_k,\quad [L_i,A_j]=i\varepsilon_{ijk}A_k,\quad [A_i,A_j]=i\varepsilon_{ijk}L_k .$$

The mixed relation also holds in the other order:

$$[A_i,L_j]=-[L_j,A_i]=-i\varepsilon_{jik}A_k=i\varepsilon_{ijk}A_k .$$

Put $M=(L+A)/2$ and $N=(L-A)/2$. Expanding each commutator into the four basic ones gives

$$\begin{aligned}
[M_i,M_j]&=\tfrac14 i\varepsilon_{ijk}(L_k+A_k+A_k+L_k)=i\varepsilon_{ijk}M_k,\\
[N_i,N_j]&=\tfrac14 i\varepsilon_{ijk}(L_k-A_k-A_k+L_k)=i\varepsilon_{ijk}N_k,\\
[M_i,N_j]&=\tfrac14 i\varepsilon_{ijk}(L_k-A_k+A_k-L_k)=0 .
\end{aligned}$$

For the squares, $\varepsilon_{iik}=0$ gives $L_iA_i=A_iL_i$ for each $i$, so $L\cdot A=A\cdot L$ and

$$M^2=\tfrac14(L^2+A^2)+\tfrac12L\cdot A,\qquad N^2=\tfrac14(L^2+A^2)-\tfrac12L\cdot A .$$

Hence $M^2-N^2=L\cdot A$. The two squares agree exactly when $L\cdot A=0$, and both are then $(L^2+A^2)/4$.

Conversely, let $J$ and $K$ be commuting angular momenta, and set $L=J+K$, $A=J-K$. The cross commutators vanish, so

$$\begin{aligned}
[L_i,L_j]&=[A_i,A_j]=[J_i,J_j]+[K_i,K_j]=i\varepsilon_{ijk}L_k,\\
[L_i,A_j]&=[J_i,J_j]-[K_i,K_j]=i\varepsilon_{ijk}A_k .
\end{aligned}$$

On a bound hydrogen level of energy $E$, in atomic units, the scaled Runge–Lenz vector is $\tfrac12(p\times L-L\times p)-r/|r|$ divided by $\sqrt{-2E}$. It satisfies $L\cdot A=0$ and $2E(L^2+A^2+1)=-1$. If $M^2=j(j+1)$, then $L^2+A^2+1=4j(j+1)+1=(2j+1)^2$. Therefore $2E(2j+1)^2=-1$, which excludes $2j+1=0$ and gives

$$E=-\frac{1}{2(2j+1)^2}.$$

With $n=2j+1$ this is the Bohr formula.

## Operators and relations in Lean

The operators are elements of an arbitrary complex algebra `R`, of any dimension. There is no adjoint, so hermiticity is neither used nor stated. All products are defined, so the domains of unbounded operators are not treated.

```lean
import Mathlib

open scoped TensorProduct

namespace SO4Splitting

noncomputable section

variable {R : Type*} [Ring R] [Algebra ℂ R]
```

The symbol is an explicit product, with `eps 0 1 2` equal to $1$.

```lean
/-- The Levi-Civita symbol for indices 0, 1, 2, written as half the product of the index
differences. -/
def eps (i j k : Fin 3) : ℂ :=
  ((j.val : ℂ) - i.val) * ((k.val : ℂ) - i.val) * ((k.val : ℂ) - j.val) / 2
```

One predicate serves for the angular momentum relations and the three so(4) relations: `Rel X Y Z` says $[X_i,Y_j]=i\varepsilon_{ijk}Z_k$ for all $i,j$.

```lean
/-- The commutation relation `[X_i, Y_j] = i ε_ijk Z_k`, summed over `k`. -/
def Rel (X Y Z : Fin 3 → R) : Prop :=
  ∀ i j, X i * Y j - Y j * X i = ∑ k, (Complex.I * eps i j k) • Z k

/-- An angular momentum: `[J_i, J_j] = i ε_ijk J_k`. -/
def IsAngularMomentum (J : Fin 3 → R) : Prop := Rel J J J
```

The structure `IsSO4` collects the three assumed relations. They are hypotheses here, not derived from a Coulomb Hamiltonian.

```lean
/-- The so(4) relations between an angular momentum `L` and a vector operator `A`. -/
structure IsSO4 (L A : Fin 3 → R) : Prop where
  LL : Rel L L L
  LA : Rel L A A
  AA : Rel A A L
```

The scalar product keeps its factors in order, since components need not commute.

```lean
/-- The scalar product `X·Y` of two vector operators, in this order. -/
def dot (X Y : Fin 3 → R) : R := ∑ i, X i * Y i
```

$M$ and $N$ are `plusPart` and `minusPart`.

```lean
/-- The combination `(L + A)/2`. -/
def plusPart (L A : Fin 3 → R) (i : Fin 3) : R := (1 / 2 : ℂ) • (L i + A i)

/-- The combination `(L - A)/2`. -/
def minusPart (L A : Fin 3 → R) (i : Fin 3) : R := (1 / 2 : ℂ) • (L i - A i)
```

## The splitting and the two squares

The reversed mixed relation comes from the antisymmetry of `eps`, applied to `h.LA j i`. The tactic `linear_combination (norm := module)` checks that the goal is the stated linear combination of known equations, treating each operator product as a separate unknown.

```lean
/-- The mixed relation in the other order: `[A_i, L_j] = i ε_ijk A_k`. -/
theorem IsSO4.AL {L A : Fin 3 → R} (h : IsSO4 L A) : Rel A L A := by
  intro i j
  have e : ∀ k, eps j i k = -eps i j k := fun k => by unfold eps; ring
  have h1 := h.LA j i
  simp only [e, Fin.sum_univ_three] at h1 ⊢
  linear_combination (norm := module) (-1 : ℂ) • h1
```

Setting both indices equal makes the right-hand side vanish, which gives $L\cdot A=A\cdot L$.

```lean
/-- Under the so(4) relations the scalar product of `L` and `A` does not depend on their order. -/
theorem IsSO4.dot_comm {L A : Fin 3 → R} (h : IsSO4 L A) : dot L A = dot A L := by
  unfold dot
  refine Finset.sum_congr rfl fun i _ => ?_
  -- equal components commute because the Levi-Civita symbol vanishes
  have e : ∀ k, eps i i k = 0 := fun k => by simp [eps]
  have h1 := h.LA i i
  simp only [e, mul_zero, zero_smul, Finset.sum_const_zero] at h1
  exact sub_eq_zero.mp h1
```

After the products are multiplied out, only the order of $L\cdot A$ separates the two sides of each formula.

```lean
/-- Under the so(4) relations the squares of `(L + A)/2` and `(L - A)/2` are `(L² + A²)/4 + L·A/2`
and `(L² + A²)/4 - L·A/2`. -/
theorem IsSO4.casimirs {L A : Fin 3 → R} (h : IsSO4 L A) :
    dot (plusPart L A) (plusPart L A)
        = (1 / 4 : ℂ) • (dot L L + dot A A) + (1 / 2 : ℂ) • dot L A ∧
    dot (minusPart L A) (minusPart L A)
        = (1 / 4 : ℂ) • (dot L L + dot A A) - (1 / 2 : ℂ) • dot L A := by
  have c := h.dot_comm
  simp only [dot, plusPart, minusPart, Fin.sum_univ_three, smul_mul_assoc, mul_smul_comm,
    add_mul, mul_add, sub_mul, mul_sub] at c ⊢
  constructor
  · linear_combination (norm := module) (-(1 / 4) : ℂ) • c
  · linear_combination (norm := module) (1 / 4 : ℂ) • c
```

In the main theorem, `h1` to `h4` are the four basic commutators. The signs in the last three `linear_combination` calls are those of the expansions by hand. The statement about the squares follows from `casimirs` with $L\cdot A$ set to zero.

```lean
/-- Under the so(4) relations `(L + A)/2` and `(L - A)/2` are mutually commuting angular
momenta, and if `L·A = 0` the square of each is `(L² + A²)/4`. -/
theorem so4_splitting {L A : Fin 3 → R} (h : IsSO4 L A) :
    IsAngularMomentum (plusPart L A) ∧ IsAngularMomentum (minusPart L A) ∧
    (∀ i j, plusPart L A i * minusPart L A j = minusPart L A j * plusPart L A i) ∧
    (dot L A = 0 →
      dot (plusPart L A) (plusPart L A) = (1 / 4 : ℂ) • (dot L L + dot A A) ∧
      dot (minusPart L A) (minusPart L A) = (1 / 4 : ℂ) • (dot L L + dot A A)) := by
  refine ⟨fun i j => ?_, fun i j => ?_, fun i j => ?_, fun h0 => by
    simpa only [h0, smul_zero, add_zero, sub_zero] using h.casimirs⟩
  -- each commutator is a signed sum of the four basic ones
  all_goals
    have h1 := h.LL i j
    have h2 := h.LA i j
    have h3 := h.AL i j
    have h4 := h.AA i j
    simp only [plusPart, minusPart, Fin.sum_univ_three, smul_mul_assoc, mul_smul_comm,
      add_mul, mul_add, sub_mul, mul_sub] at h1 h2 h3 h4 ⊢
  · linear_combination (norm := module)
      (1 / 4 : ℂ) • h1 + (1 / 4 : ℂ) • h2 + (1 / 4 : ℂ) • h3 + (1 / 4 : ℂ) • h4
  · linear_combination (norm := module)
      (1 / 4 : ℂ) • h1 - (1 / 4 : ℂ) • h2 - (1 / 4 : ℂ) • h3 + (1 / 4 : ℂ) • h4
  · linear_combination (norm := module)
      (1 / 4 : ℂ) • h1 - (1 / 4 : ℂ) • h2 + (1 / 4 : ℂ) • h3 - (1 / 4 : ℂ) • h4
```

Subtracting the two formulas for the squares gives the equivalence in both directions.

```lean
/-- Under the so(4) relations the squares of `(L + A)/2` and `(L - A)/2` agree exactly when `L·A =
0`. -/
theorem casimirs_eq_iff {L A : Fin 3 → R} (h : IsSO4 L A) :
    dot (plusPart L A) (plusPart L A) = dot (minusPart L A) (minusPart L A)
      ↔ dot L A = 0 := by
  obtain ⟨hp, hm⟩ := h.casimirs
  constructor
  · intro e
    linear_combination (norm := module) e - hp + hm
  · intro e
    linear_combination (norm := module) hp - hm + e
```

For the converse, the commutation hypothesis `hc` is used with the indices in both orders, because both kinds of cross term occur.

```lean
/-- Conversely, the sum and the difference of two commuting angular momenta satisfy the
so(4) relations. -/
theorem so4_of_commuting {J K : Fin 3 → R} (hJ : IsAngularMomentum J)
    (hK : IsAngularMomentum K) (hc : ∀ i j, J i * K j = K j * J i) :
    IsSO4 (fun i => J i + K i) (fun i => J i - K i) := by
  constructor <;> intro i j <;> have h1 := hJ i j <;> have h2 := hK i j <;>
    simp only [Fin.sum_univ_three, add_mul, mul_add, sub_mul, mul_sub] at h1 h2 ⊢
  · linear_combination (norm := module) h1 + h2 + hc i j - hc j i
  · linear_combination (norm := module) h1 - h2 - hc i j - hc j i
  · linear_combination (norm := module) h1 + h2 - hc i j + hc j i
```

## The energy of a level with given j

In `bohr_levels`, `R` can be read as the operators on one energy level, with `Nontrivial R` saying that the level contains a state. Hypothesis `hE` is the Coulomb relation between energy and the squares, and `hj` fixes $M^2$.

The proof first obtains $(2E(2j+1)^2+1)\cdot 1=0$ in `R`, then concludes that the scalar vanishes, and finally divides. The number $j$ is any complex number satisfying the hypotheses; its restriction to $0,\tfrac12,1,\dots$ belongs to the representation theory of angular momentum and enters as separate input.

```lean
/-- Let `L` and `A` satisfy the so(4) relations in a nontrivial algebra. If `L·A = 0`, `2E(L² + A² +
1) = -1` and the square of `(L + A)/2` is `j(j+1)`, then `E = -1/(2(2j+1)²)`. -/
theorem bohr_levels [Nontrivial R] {L A : Fin 3 → R} (h : IsSO4 L A) (h0 : dot L A = 0)
    {E j : ℂ} (hE : (2 * E) • (dot L L + dot A A + 1) = (-1 : R))
    (hj : dot (plusPart L A) (plusPart L A) = (j * (j + 1)) • (1 : R)) :
    E = -1 / (2 * (2 * j + 1) ^ 2) := by
  have hm := ((so4_splitting h).2.2.2 h0).1
  have key : (2 * E * (2 * j + 1) ^ 2 + 1) • (1 : R) = 0 := by
    linear_combination (norm := module) hE - (8 * E) • hj + (8 * E) • hm
  have k := (smul_eq_zero.mp key).resolve_right one_ne_zero
  have hn : 2 * j + 1 ≠ 0 := by
    intro hz
    rw [hz] at k
    norm_num at k
  rw [eq_div_iff (mul_ne_zero two_ne_zero (pow_ne_zero 2 hn))]
  linear_combination k
```

## Two spins one-half as an example

The example is the Kronecker construction for $n=2$. It starts from half the Pauli matrices, whose relations and square $3/4$ are checked entry by entry.

```lean
/-- The spin one-half matrices, half the Pauli matrices. -/
def spinHalf : Fin 3 → Matrix (Fin 2) (Fin 2) ℂ :=
  ![!![0, 1 / 2; 1 / 2, 0], !![0, -Complex.I / 2; Complex.I / 2, 0], !![1 / 2, 0; 0, -1 / 2]]

/-- The spin one-half matrices form an angular momentum with square `3/4`. -/
theorem spinHalf_spec :
    IsAngularMomentum spinHalf ∧ dot spinHalf spinHalf = (3 / 4 : ℂ) • 1 := by
  have e2 : spinHalf 2 = !![1 / 2, 0; 0, -1 / 2] := rfl
  constructor
  · intro i j
    simp only [Fin.sum_univ_three, e2]
    ext a b
    fin_cases i <;> fin_cases j <;> fin_cases a <;> fin_cases b <;>
      norm_num [spinHalf, eps, Fin.sum_univ_three, Matrix.mul_apply, Complex.ext_iff]
  · simp only [dot, Fin.sum_univ_three, e2]
    ext a b
    fin_cases a <;> fin_cases b <;>
      norm_num [spinHalf, Fin.sum_univ_three, Matrix.mul_apply, Complex.ext_iff]
```

Homomorphisms of complex algebras preserve products, sums and complex multiples, so they carry these facts into a larger algebra.

```lean
/-- An algebra homomorphism carries angular momenta to angular momenta and squares to
squares. -/
theorem map_angularMomentum {S : Type*} [Ring S] [Algebra ℂ S] (f : R →ₐ[ℂ] S)
    {J : Fin 3 → R} (h : IsAngularMomentum J) :
    IsAngularMomentum (fun i => f (J i)) ∧
    dot (fun i => f (J i)) (fun i => f (J i)) = f (dot J J) := by
  constructor
  · intro i j
    have h1 := congrArg f (h i j)
    simpa only [map_sub, map_mul, map_sum, map_smul] using h1
  · simp only [dot, map_sum, map_mul]
```

The larger algebra is the tensor product, with one spin acting on each factor. For the hydrogen shell these two spins are auxiliary: they describe the orbital motion and are not the spins of the electron and the proton.

```lean
/-- The operator algebra of two spins one-half. -/
abbrev TwoSpins := Matrix (Fin 2) (Fin 2) ℂ ⊗[ℂ] Matrix (Fin 2) (Fin 2) ℂ

/-- The spin of the first particle. -/
def spinLeft (i : Fin 3) : TwoSpins := spinHalf i ⊗ₜ[ℂ] 1

/-- The spin of the second particle. -/
def spinRight (i : Fin 3) : TwoSpins := 1 ⊗ₜ[ℂ] spinHalf i
```

The spins commute because they act on different factors, so `so4_of_commuting` supplies the so(4) relations. Writing $J$ and $K$ for the two spins, the remaining claims are $L\cdot A=J^2-K^2=0$ and $L^2+A^2=2J^2+2K^2=3$. With $j=\tfrac12$, the energy formula gives $E=-\tfrac18$ hartree for this shell.

In a program, the same two identities test the Kronecker matrices for any $n$: $\sum_i L_iA_i$ should be zero, and $\sum_i(L_i^2+A_i^2)$ should be $n^2-1$ times the identity. The commutators need a separate test, since reversing the sign of $J_1$ leaves both sums unchanged.

```lean
/-- For two spins one-half, the total spin `L` and the spin difference `A` satisfy the so(4)
relations, with `L·A = 0` and `L² + A² = 3`. -/
theorem so4_witness :
    let L : Fin 3 → TwoSpins := fun i => spinLeft i + spinRight i
    let A : Fin 3 → TwoSpins := fun i => spinLeft i - spinRight i
    IsSO4 L A ∧ dot L A = 0 ∧ dot L L + dot A A = (3 : ℂ) • 1 := by
  intro L A
  obtain ⟨hs, hq⟩ := spinHalf_spec
  let f : Matrix (Fin 2) (Fin 2) ℂ →ₐ[ℂ] TwoSpins := Algebra.TensorProduct.includeLeft
  let g : Matrix (Fin 2) (Fin 2) ℂ →ₐ[ℂ] TwoSpins := Algebra.TensorProduct.includeRight
  have c : ∀ i j, spinLeft i * spinRight j = spinRight j * spinLeft i := fun i j => by
    simp [spinLeft, spinRight, Algebra.TensorProduct.tmul_mul_tmul]
  have hl : dot spinLeft spinLeft = (3 / 4 : ℂ) • 1 :=
    (map_angularMomentum f hs).2.trans (by rw [hq, map_smul, map_one])
  have hr : dot spinRight spinRight = (3 / 4 : ℂ) • 1 :=
    (map_angularMomentum g hs).2.trans (by rw [hq, map_smul, map_one])
  refine ⟨so4_of_commuting (map_angularMomentum f hs).1 (map_angularMomentum g hs).1 c, ?_, ?_⟩
  · simp only [L, A, dot, Fin.sum_univ_three, add_mul, mul_sub] at hl hr ⊢
    linear_combination (norm := module) hl - hr - c 0 0 - c 1 1 - c 2 2
  · simp only [L, A, dot, Fin.sum_univ_three, add_mul, mul_add, sub_mul, mul_sub] at hl hr ⊢
    linear_combination (norm := module) (2 : ℂ) • hl + (2 : ℂ) • hr

end

end SO4Splitting
```

```lean
#print axioms SO4Splitting.casimirs_eq_iff
-- 'SO4Splitting.casimirs_eq_iff' depends on axioms: [propext, Classical.choice, Quot.sound]
#print axioms SO4Splitting.so4_of_commuting
-- 'SO4Splitting.so4_of_commuting' depends on axioms: [propext, Classical.choice, Quot.sound]
#print axioms SO4Splitting.bohr_levels
-- 'SO4Splitting.bohr_levels' depends on axioms: [propext, Classical.choice, Quot.sound]
```
